# Fractional charges on separated atoms with curved energies: the threshold $K = I - A$

## Question

Pull a heteronuclear diatomic molecule apart until the two atoms no longer interact. If the ionization energy $I$ of the donor atom exceeds the electron affinity $A$ of the acceptor atom, moving a whole electron across costs $I - A > 0$, and since the exact energy of each atom is linear in the electron number between integers, any partial transfer costs a proportional amount. An approximate density functional whose energy is curved between integers can instead leave fractional charges on the separated atoms.

Let $q \in [0,1]$ be the transferred charge, and give the donor the energy $Iq - k_A\, q(1-q)$ and the acceptor the energy $-Aq - k_B\, q(1-q)$, with curvature strengths $k_A, k_B > 0$ and $K = k_A + k_B$. The claim is that, for $I > A$, the total energy is minimized only at $q = 0$ if $K \le I - A$, and otherwise only at $q^* = (K - I + A)/(2K) < 1/2$, where the chemical potentials of the two atoms are equal. How is this stated and proved in Lean 4 with Mathlib?

## Answer

### The model and its Lean objects

All quantities are real numbers. The charge $q$ counts electrons moved from donor to acceptor, and energies are measured from the atoms at $q = 0$. The definitions `donorEnergy`, `acceptorEnergy` and `totalEnergy` are

$$E_D(q) = Iq - k_A\,q(1-q), \qquad E_A(q) = -Aq - k_B\,q(1-q), \qquad E(q) = E_D(q) + E_A(q).$$

The strength $k_A$ (`kA`) belongs to the donor and $k_B$ (`kB`) to the acceptor, while the letter $A$ alone is the affinity of the acceptor. In $E_A$, and in the chemical potential $\mu_A$ below, the subscript stands for the acceptor, so the strength that goes with them is $k_B$. The code has no variable for $K$ and writes `kA + kB` throughout. The curvature terms vanish at $q = 0$ and $q = 1$, so $E_D(1) = I$ and $E_A(1) = -A$: the model's error sits entirely between the integers. A positive strength makes the energy convex and puts it below the straight line on $(0,1)$, which is the sign of a delocalization error. The second derivatives of the two atomic energies with respect to electron number are $2k_A$ and $2k_B$, so $K$, called the total curvature in the code comments, is half the sum of these second derivatives.

The chemical potential of an atom is $\mu = dE/dN$ with $N$ its electron number. The donor loses electrons as $q$ grows, so $\mu_D = -dE_D/dq$, and the acceptor gains them, so $\mu_A = +dE_A/dq$. In the code `donorPotential` and `acceptorPotential` are explicit formulas, and the theorem `hasDerivAt_energies` proves that they are these derivatives. The charge $q^*$ is `fracCharge`.

"Minimized only at $q_0$" is the predicate `UniqueMinOn E q₀`, for a function `E` from reals to reals. It says that $q_0$ lies in the closed interval $[0,1]$, written `Icc (0 : ℝ) 1`, and that $E(q_0) < E(q)$ for every other $q$ in that interval. The strict inequality makes $q_0$ a minimizer and excludes any second one.

The main theorem `dissociation_limit` has the single hypothesis `hIA : A < I`. It states two implications. If $K \le I - A$, the total energy is minimized only at $0$. If $I - A < K$, it is minimized only at $q^*$, the bounds $0 < q^* < 1/2$ hold, and for every real $q$ the equation $\mu_D(q) = \mu_A(q)$ is equivalent to $q = q^*$. The companion theorem `neutral_min_iff` says that, for $I > A$, the point $q = 0$ is a minimizer on $[0,1]$ if and only if $K \le I - A$. Neither theorem assumes $k_A > 0$ or $k_B > 0$. Only the sum $K$ enters the total energy, and in the second case $K > I - A > 0$ gives its positivity, so the statement of the question is a special case.

The quadratic form of the error is assumed, not derived from any functional. The separation is infinite, so there is no Coulomb attraction between the charged fragments. Transfer runs in one direction and amounts to at most one electron; transfer the other way is a separate instance with the roles, and hence the values of $I$, $A$ and in general the curvature strengths, changed. The energies are polynomials on the whole real line and `HasDerivAt` is the two-sided derivative of those polynomials; at $q = 0$ and $q = 1$ its physical reading is the slope from inside the interval, because an atom's energy follows a different segment beyond the integer.

### Derivation by hand

Expanding $q(1-q) = q - q^2$ and adding the two energies gives

$$E(q) = (I - A - K)\,q + K q^2, \qquad E(0) = 0.$$

Step 1, chemical potentials. Since $\frac{d}{dq}\,q(1-q) = 1 - 2q$,

$$\mu_D(q) = -\bigl(I - k_A(1-2q)\bigr), \qquad \mu_A(q) = -A - k_B(1-2q),$$

$$E'(q) = \mu_A(q) - \mu_D(q) = I - A - K + 2Kq.$$

Step 2, completing the square. For $K \ne 0$ the definition of $q^*$ means $2Kq^* = K - I + A$. Then

$$K(q - q^*)^2 - K q^{*2} = Kq^2 - 2Kq^* q = Kq^2 - (K - I + A)\,q = E(q).$$

Step 3, equal potentials. By Step 1, $\mu_D(q) = \mu_A(q)$ is the equation $2Kq = K - I + A$, which for $K \neq 0$ has the one solution $q = q^*$.

Step 4, the case $K \le I - A$. Factor $E(q) = q\,(I - A - K + Kq)$ and rewrite the bracket as the interpolation between its values at $q = 0$ and $q = 1$:

$$I - A - K + Kq = (1-q)(I - A - K) + q\,(I - A).$$

For $0 < q \le 1$ the first term is a product of two nonnegative numbers and the second is strictly positive because $I > A$. Hence $E(q) > 0 = E(0)$. The sign of $K$ plays no role here.

Step 5, the case $K > I - A$. Now $K > 0$ and $K - I + A > 0$, so $q^* > 0$. Multiplying by $2K$, the bound $q^* < 1/2$ becomes $K - I + A < K$, which is $A < I$. So $q^*$ lies in $[0,1]$, and Step 2 gives $E(q) - E(q^*) = K(q - q^*)^2 > 0$ for every $q \ne q^*$. The minimum value is

$$E(q^*) = -Kq^{*2} = -\frac{(K - I + A)^2}{4K},$$

and $E(q^*) < E(0)$ because $0$ is one of the points different from $q^*$.

Step 6, the threshold. If $K \le I - A$, Step 4 shows that $0$ is a minimizer. If $K > I - A$, Step 5 supplies the point $q^* \in [0,1]$ with lower energy, so $0$ is not a minimizer.

### The Lean file

```lean
import Mathlib

open Set

namespace FractionalChargeDissociation

noncomputable section

/-- Energy of the donor atom after losing charge `q`: the linear term `I q` with ionization
energy `I`, plus a curvature term of strength `kA`. -/
def donorEnergy (I kA q : ℝ) : ℝ := I * q - kA * q * (1 - q)

/-- Energy of the acceptor atom after gaining charge `q`: the linear term `-A q` with electron
affinity `A`, plus a curvature term of strength `kB`. -/
def acceptorEnergy (A kB q : ℝ) : ℝ := -A * q - kB * q * (1 - q)

/-- Total energy of the two separated atoms when charge `q` has been transferred. -/
def totalEnergy (I A kA kB q : ℝ) : ℝ := donorEnergy I kA q + acceptorEnergy A kB q

/-- Chemical potential of the donor at transferred charge `q`. -/
def donorPotential (I kA q : ℝ) : ℝ := -(I - kA * (1 - 2 * q))

/-- Chemical potential of the acceptor at transferred charge `q`. -/
def acceptorPotential (A kB q : ℝ) : ℝ := -A - kB * (1 - 2 * q)

/-- The charge `(K - I + A) / (2K)` with total curvature `K = kA + kB`. -/
def fracCharge (I A kA kB : ℝ) : ℝ := (kA + kB - I + A) / (2 * (kA + kB))

/-- The energy `E` on `[0,1]` is minimized at `q₀` and nowhere else. -/
def UniqueMinOn (E : ℝ → ℝ) (q₀ : ℝ) : Prop :=
  q₀ ∈ Icc (0 : ℝ) 1 ∧ ∀ q ∈ Icc (0 : ℝ) 1, q ≠ q₀ → E q₀ < E q

/-- The slope of the donor energy in `q` is minus its chemical potential (it loses electrons),
that of the acceptor energy is its chemical potential, and the slope of the total energy is
the acceptor potential minus the donor potential. -/
theorem hasDerivAt_energies (I A kA kB q : ℝ) :
    HasDerivAt (donorEnergy I kA) (-donorPotential I kA q) q ∧
    HasDerivAt (acceptorEnergy A kB) (acceptorPotential A kB q) q ∧
    HasDerivAt (totalEnergy I A kA kB)
      (acceptorPotential A kB q - donorPotential I kA q) q := by
  -- derivative of `c x - k x (1 - x)` for any constants
  have key : ∀ c k : ℝ, HasDerivAt (fun x : ℝ => c * x - k * x * (1 - x))
      (c - k * (1 - 2 * q)) q := by
    intro c k
    have h1 : HasDerivAt (fun x : ℝ => c * x) (c * 1) q := (hasDerivAt_id' q).const_mul c
    have h2 : HasDerivAt (fun x : ℝ => k * x) (k * 1) q := (hasDerivAt_id' q).const_mul k
    have h3 : HasDerivAt (fun x : ℝ => 1 - x) (-1) q := (hasDerivAt_id' q).const_sub 1
    exact (h1.fun_sub (h2.fun_mul h3)).congr_deriv (by ring)
  have hD : HasDerivAt (donorEnergy I kA) (-donorPotential I kA q) q :=
    (key I kA).congr_deriv (by unfold donorPotential; ring)
  have hA : HasDerivAt (acceptorEnergy A kB) (acceptorPotential A kB q) q :=
    key (-A) kB
  exact ⟨hD, hA, (hD.fun_add hA).congr_deriv (by ring)⟩

/-- For nonzero total curvature `K`, the total energy is the parabola
`K (q - q*)² - K q*²` about `q* = (K - I + A) / (2K)`. -/
theorem totalEnergy_complete_square (I A kA kB q : ℝ) (hK : kA + kB ≠ 0) :
    totalEnergy I A kA kB q =
      (kA + kB) * (q - fracCharge I A kA kB) ^ 2 - (kA + kB) * fracCharge I A kA kB ^ 2 := by
  have h : 2 * (kA + kB) * fracCharge I A kA kB = kA + kB - I + A := by
    unfold fracCharge
    field_simp
  unfold totalEnergy donorEnergy acceptorEnergy
  linear_combination q * h

/-- For nonzero total curvature, the two chemical potentials are equal exactly at
`q* = (K - I + A) / (2K)`. -/
theorem potentials_eq_iff (I A kA kB q : ℝ) (hK : kA + kB ≠ 0) :
    donorPotential I kA q = acceptorPotential A kB q ↔ q = fracCharge I A kA kB := by
  have h2 : 2 * (kA + kB) ≠ 0 := mul_ne_zero two_ne_zero hK
  unfold fracCharge donorPotential acceptorPotential
  rw [eq_div_iff h2]
  constructor
  · intro h
    linear_combination (-1 : ℝ) * h
  · intro h
    linear_combination (-1 : ℝ) * h

/-- If `I > A` and the total curvature is at most `I - A`, the total energy is minimized only
at zero transferred charge. -/
theorem uniqueMin_zero (I A kA kB : ℝ) (hIA : A < I) (hK : kA + kB ≤ I - A) :
    UniqueMinOn (totalEnergy I A kA kB) 0 := by
  refine ⟨⟨le_rfl, zero_le_one⟩, ?_⟩
  rintro q ⟨h0, h1⟩ hq
  have hpos : 0 < q := lt_of_le_of_ne h0 (Ne.symm hq)
  -- E(q) - E(0) = q [(1 - q)(I - A - K) + q (I - A)]
  have ha : 0 ≤ (1 - q) * (I - A - (kA + kB)) := mul_nonneg (by linarith) (by linarith)
  have hb : 0 < q * (I - A) := mul_pos hpos (by linarith)
  have hc : 0 < q * ((1 - q) * (I - A - (kA + kB)) + q * (I - A)) :=
    mul_pos hpos (by linarith)
  have he : totalEnergy I A kA kB q - totalEnergy I A kA kB 0 =
      q * ((1 - q) * (I - A - (kA + kB)) + q * (I - A)) := by
    unfold totalEnergy donorEnergy acceptorEnergy
    ring
  linarith

/-- If the total curvature exceeds `I - A > 0`, the charge `q*` lies strictly between
`0` and `1/2`. -/
theorem fracCharge_mem (I A kA kB : ℝ) (hIA : A < I) (hK : I - A < kA + kB) :
    0 < fracCharge I A kA kB ∧ fracCharge I A kA kB < 1 / 2 := by
  have h2 : 0 < 2 * (kA + kB) := by linarith
  unfold fracCharge
  constructor
  · exact div_pos (by linarith) h2
  · rw [div_lt_iff₀ h2]
    linarith

/-- If the total curvature exceeds `I - A > 0`, the total energy is minimized only at `q*`. -/
theorem uniqueMin_frac (I A kA kB : ℝ) (hIA : A < I) (hK : I - A < kA + kB) :
    UniqueMinOn (totalEnergy I A kA kB) (fracCharge I A kA kB) := by
  have hKpos : 0 < kA + kB := by linarith
  obtain ⟨h0, h1⟩ := fracCharge_mem I A kA kB hIA hK
  refine ⟨⟨h0.le, by linarith⟩, ?_⟩
  intro q _ hq
  rw [totalEnergy_complete_square I A kA kB q hKpos.ne',
    totalEnergy_complete_square I A kA kB _ hKpos.ne']
  have hs : 0 < (q - fracCharge I A kA kB) ^ 2 := by
    have := sub_ne_zero.mpr hq
    positivity
  have hp := mul_pos hKpos hs
  have hz : (kA + kB) * (fracCharge I A kA kB - fracCharge I A kA kB) ^ 2 = 0 := by ring
  linarith

/-- If the total curvature exceeds `I - A > 0`, the total energy at `q*` equals
`-(K - I + A)² / (4K)` and lies below the energy at zero transferred charge. -/
theorem energy_at_fracCharge (I A kA kB : ℝ) (hIA : A < I) (hK : I - A < kA + kB) :
    totalEnergy I A kA kB (fracCharge I A kA kB) =
        -((kA + kB - I + A) ^ 2 / (4 * (kA + kB))) ∧
      totalEnergy I A kA kB (fracCharge I A kA kB) < totalEnergy I A kA kB 0 := by
  have hKpos : 0 < kA + kB := by linarith
  have hK0 : kA + kB ≠ 0 := hKpos.ne'
  constructor
  · rw [totalEnergy_complete_square I A kA kB _ hK0, sub_self]
    have h : 2 * (kA + kB) * fracCharge I A kA kB = kA + kB - I + A := by
      unfold fracCharge
      field_simp
    have h4 : 4 * (kA + kB) ≠ 0 := by positivity
    have h5 : (kA + kB - I + A) ^ 2 / (4 * (kA + kB)) =
        (kA + kB) * fracCharge I A kA kB ^ 2 := by
      rw [div_eq_iff h4, ← h]
      ring
    rw [h5]
    ring
  · exact (uniqueMin_frac I A kA kB hIA hK).2 0 ⟨le_rfl, zero_le_one⟩
      (fracCharge_mem I A kA kB hIA hK).1.ne

/-- Dissociation limit for `I > A`: if `K ≤ I - A` the total energy is minimized only at
`q = 0`; otherwise only at `q* = (K - I + A) / (2K)`, which lies in `(0, 1/2)` and is the one
charge at which the chemical potentials of the two atoms are equal. -/
theorem dissociation_limit (I A kA kB : ℝ) (hIA : A < I) :
    (kA + kB ≤ I - A → UniqueMinOn (totalEnergy I A kA kB) 0) ∧
    (I - A < kA + kB →
      UniqueMinOn (totalEnergy I A kA kB) (fracCharge I A kA kB) ∧
      0 < fracCharge I A kA kB ∧ fracCharge I A kA kB < 1 / 2 ∧
      ∀ q, donorPotential I kA q = acceptorPotential A kB q ↔ q = fracCharge I A kA kB) := by
  refine ⟨uniqueMin_zero I A kA kB hIA, fun hK => ?_⟩
  have hKpos : 0 < kA + kB := by linarith
  obtain ⟨h0, h1⟩ := fracCharge_mem I A kA kB hIA hK
  exact ⟨uniqueMin_frac I A kA kB hIA hK, h0, h1,
    fun q => potentials_eq_iff I A kA kB q hKpos.ne'⟩

/-- For `I > A`, zero transferred charge minimizes the total energy on `[0,1]` if and only if
the total curvature is at most `I - A`. -/
theorem neutral_min_iff (I A kA kB : ℝ) (hIA : A < I) :
    (∀ q ∈ Icc (0 : ℝ) 1, totalEnergy I A kA kB 0 ≤ totalEnergy I A kA kB q) ↔
      kA + kB ≤ I - A := by
  constructor
  · intro h
    by_contra hK
    have hK' : I - A < kA + kB := not_le.mp hK
    -- otherwise `q*` lies in `[0,1]` and has lower energy
    have h1 := h _ (uniqueMin_frac I A kA kB hIA hK').1
    have h2 := (energy_at_fracCharge I A kA kB hIA hK').2
    linarith
  · intro hK q hq
    by_cases h0 : q = 0
    · rw [h0]
    · exact ((uniqueMin_zero I A kA kB hIA hK).2 q hq h0).le

end

end FractionalChargeDissociation
```

```lean
#print axioms FractionalChargeDissociation.hasDerivAt_energies
#print axioms FractionalChargeDissociation.energy_at_fracCharge
#print axioms FractionalChargeDissociation.dissociation_limit
#print axioms FractionalChargeDissociation.neutral_min_iff
```

```
'FractionalChargeDissociation.hasDerivAt_energies' depends on axioms: [propext, Classical.choice, Quot.sound]
'FractionalChargeDissociation.energy_at_fracCharge' depends on axioms: [propext, Classical.choice, Quot.sound]
'FractionalChargeDissociation.dissociation_limit' depends on axioms: [propext, Classical.choice, Quot.sound]
'FractionalChargeDissociation.neutral_min_iff' depends on axioms: [propext, Classical.choice, Quot.sound]
```

### How the proofs follow the derivation

`hasDerivAt_energies` is Step 1. Both atomic energies have the shape $cx - kx(1-x)$ for constants $c$ and $k$, and the auxiliary statement `key` differentiates that shape once: `h1`, `h2` and `h3` give the slopes of $cx$, $kx$ and $1 - x$, `fun_mul` is the product rule, `fun_sub` takes the difference, and `congr_deriv` with `ring` brings the result to $c - k(1 - 2q)$. The donor is the instance $c = I$, $k = k_A$, compared with minus its potential, and the acceptor is $c = -A$, $k = k_B$. The slope of the total energy is the sum of the two by `fun_add`.

`totalEnergy_complete_square` is Step 2. The statement `h` is $2Kq^* = K - I + A$, obtained from the definition by clearing the denominator with `field_simp`. The difference between the two sides of the claim is $q\,\bigl(2Kq^* - (K - I + A)\bigr)$, which is why `linear_combination q * h` closes it.

`potentials_eq_iff` is Step 3. The rewrite with `eq_div_iff` turns $q = q^*$ into $q \cdot 2K = K - I + A$. Because $\mu_D - \mu_A = -(I - A - K + 2Kq)$, each equation is $-1$ times the other, and the same `linear_combination (-1 : ℝ) * h` proves both directions.

`uniqueMin_zero` is Step 4. From $q \ge 0$ and $q \neq 0$ comes `hpos`. Then `ha` and `hb` are the signs of the two terms in the bracket, `hc` is the positivity of $q$ times the bracket, and `he` identifies that product with $E(q) - E(0)$ by `ring`.

Step 5 is spread over three theorems. `fracCharge_mem` gives the bounds, the lower one as a quotient of positive numbers by `div_pos` and the upper one by multiplying out with `div_lt_iff₀`. `uniqueMin_frac` rewrites both $E(q)$ and $E(q^*)$ in the completed-square form; `hp` states $K(q - q^*)^2 > 0$, `hz` states that the same term vanishes at $q^*$, and the common term $-Kq^{*2}$ cancels in `linarith`. `energy_at_fracCharge` evaluates the square form at $q^*$ and uses `h5`, the identity $(K - I + A)^2/(4K) = Kq^{*2}$; its second half applies the strict minimality from `uniqueMin_frac` to the point $0$, which differs from $q^*$ by the lower bound.

`dissociation_limit` assembles these results, deriving $K > 0$ from the two inequalities before it calls `potentials_eq_iff`. `neutral_min_iff` is Step 6: in the forward direction the assumption $K > I - A$ yields both $E(0) \le E(q^*)$ and $E(q^*) < E(0)$, a contradiction, and the backward direction weakens the strict inequality of `uniqueMin_zero` and treats $q = 0$ separately.

### Remarks

The limiting case without curvature, $k_A = k_B = 0$, is the piecewise-linear energy restricted to one segment: $E(q) = (I - A)\,q$. It satisfies $K = 0 \le I - A$, so `uniqueMin_zero` applies and no charge is transferred. The same theorem covers $K < 0$, a concave error. At $K = 0$ the quotient in `fracCharge` takes Lean's default value for division by zero, but every statement about `fracCharge` stands under $K \ne 0$ or under $K > I - A > 0$, so that value is never used.

At the threshold $K = I - A$ the energy is $E(q) = Kq^2$ and $q^* = 0$. The minimum is still only at $0$, and the two formulas for the minimizer agree there. Writing

$$q^* = \frac12 - \frac{I - A}{2K}$$

shows the charge rising from $0$ at the threshold toward $1/2$ as $K$ grows; this monotone approach is read off the formula and is not among the theorems. For instance, $K = 2(I - A)$ gives $q^* = 1/4$ and $E(q^*) = -(I - A)/8$.

The chemical potentials are equal at the minimum when $K \ge I - A$: at the interior minimum for $K > I - A$, and at $q = q^* = 0$ on the threshold $K = I - A$, where $E'(0) = 0$. Below the threshold they are not equal at the minimum. For $K < I - A$ the slope at the origin is $E'(0) = \mu_A(0) - \mu_D(0) = I - A - K > 0$, so the minimum sits at the end of the interval with the donor's potential below the acceptor's.

For electronic-structure practice, within this model of two non-interacting atoms with $I > A$, transfer in one direction and purely quadratic errors, a fractional charge at dissociation indicates a combined curvature strength $K$ larger than $I - A$, whereas integer charges show only that $K \le I - A$, not that the curvature vanishes.
